# Phase aliasing: when every eigenvector of exp(−itH) is an eigenvector of the Hermitian matrix H

## Levels, phases and units

Let \(H\) be a finite complex matrix, for instance a many-electron Hamiltonian in a finite set of determinants. Set \(\hbar=1\), take a real time \(t>0\), and write \(U=e^{-itH}\).

An eigenvector of a matrix \(A\) is a nonzero \(v\) with \(Av=cv\) for some complex \(c\). A level of \(H\) is a real \(E\) with \(Hv=Ev\) for some nonzero \(v\); a degenerate level is still one number. Its phase is \(e^{-itE}\). Two distinct levels are aliased if they differ by an integer multiple of \(2\pi/t\).

In Lean these are `IsEigenvector`, `IsLevel`, `evolution H t` and `phase t E`. The finite type `n` labels the basis states, and `*ᵥ` applies a matrix to a vector. Vectors need not be normalised.

## What the phases of U reveal about H

For Hermitian \(H\) and \(t>0\), every eigenvector of \(U\) is an eigenvector of \(H\) if and only if no two distinct levels are aliased. This is `eigenvectors_faithful_iff`. Its right-hand side says that for all levels `E` and `E'` with `E ≠ E'`, and every integer `k`, `E - E' ≠ k * (2 * π / t)`.

Two consequences concern the spectral range:

- If every two levels lie less than \(2\pi/t\) apart, every eigenvector of \(U\) is an eigenvector of \(H\) (`faithful_of_width_lt`).
- If all levels lie in \([a,a+2\pi/t)\) for a real \(a\), and \(E\) is in that window, then \(Uv=e^{-itE}v\) exactly when \(Hv=Ev\) (`energy_readout`).

For phase estimation this says when every eigenstate of the evolution is also an energy eigenstate, in a model with a finite matrix and exact evolution. Trotter error, the finite resolution of a phase register and the measurement itself are absent from the model.

## From phases back to energies

**Eigenvectors of \(H\) evolve by a phase.** If \(Av=cv\), then \(A^kv=c^kv\) for every \(k\ge 0\), so
\[
e^Av=\sum_{k\ge0}\frac{A^kv}{k!}=\sum_{k\ge0}\frac{c^k}{k!}v=e^cv .
\]
With \(A=-itH\) and \(Hv=Ev\), this gives \(Uv=e^{-itE}v\).

**Equal phases.** The equality \(e^{-itE}=e^{-itE'}\) holds exactly when \(-itE=-itE'+2\pi i m\) for an integer \(m\), that is, when \(E-E'=k\,2\pi/t\) with \(k=-m\). If also \(|E-E'|<2\pi/t\), then \(|k|<1\), so \(k=0\) and \(E=E'\).

**No aliasing implies no mixing.** Choose a basis \(b_i\) with \(Hb_i=\varepsilon_ib_i\), which exists because \(H\) is Hermitian, and write \(v=\sum_i x_ib_i\). If \(Uv=cv\), comparing coefficients gives
\[
(e^{-it\varepsilon_i}-c)\,x_i=0 .
\]
Only levels with phase \(c\) contribute. Since \(v\neq0\), there is at least one; without aliasing, all of them equal a single \(E\). Hence \(Hv=\sum_i\varepsilon_ix_ib_i=Ev\).

**Aliasing implies mixing.** Let \(Hv=Ev\) and \(Hw=E'w\), with \(v,w\) nonzero and \(E\ne E'\) aliased. Suppose \(xv+yw=0\). Applying \(H\) and subtracting \(E'\) times the original equation gives \(x(E-E')v=0\), so \(x=0\); subtracting \(E\) times it gives \(y=0\). Thus \(v+w\ne0\). The phases agree, so \(U(v+w)=e^{-itE}(v+w)\). If \(H(v+w)=c(v+w)\), then \((E-c)v+(E'-c)w=0\), which forces \(E=c=E'\), a contradiction.

**The window.** Two numbers in \([a,a+2\pi/t)\) differ by less than \(2\pi/t\), so only one energy there has a given phase. The coefficient argument then gives \(Hv=Ev\).

**The boundary case.** For \(H=\mathrm{diag}(0,2\pi/t)\), both phases are 1 and \(U\) is the identity. The normalised state \((1,1)/\sqrt2\) is an eigenvector of \(U\) but not of \(H\). The strict width bound therefore cannot be relaxed to \(\le\).

## Choosing the time step for a qubit Hamiltonian

Write \(H=\sum_j c_jP_j\) with real \(c_j\) and Pauli strings \(P_j\). Each string has norm 1, so the levels lie in \([-\lambda,\lambda]\) with \(\lambda=\sum_j|c_j|\). For \(\lambda>0\), any \(t<\pi/\lambda\) makes the width less than \(2\pi/t\).

Take \(\lambda=10\) hartree and \(t=0.3\) inverse hartree. The window starting at \(-10\) has length \(2\pi/t\approx20.94\) hartree. If the phase is \(e^{2\pi i\theta}\) with \(\theta=0.75\), the candidate energies are \(2\pi(m-\theta)/t\) for integer \(m\). Only \(m=1\) falls in the window, giving \(E\approx5.24\) hartree.

## The Lean file

```lean
import Mathlib

open Matrix
open scoped Real

namespace PhaseEstimationAliasing

noncomputable section

variable {n : Type*} [Fintype n] [DecidableEq n]

/-- A nonzero vector that the matrix `A` multiplies by a complex number. -/
def IsEigenvector (A : Matrix n n ℂ) (v : n → ℂ) : Prop :=
  v ≠ 0 ∧ ∃ c : ℂ, A *ᵥ v = c • v

/-- The real number `E` is an energy level of `H`: some nonzero state satisfies `H v = E v`. -/
def IsLevel (H : Matrix n n ℂ) (E : ℝ) : Prop :=
  ∃ v : n → ℂ, v ≠ 0 ∧ H *ᵥ v = (E : ℂ) • v

/-- The time evolution `exp(-itH)`. -/
def evolution (H : Matrix n n ℂ) (t : ℝ) : Matrix n n ℂ :=
  NormedSpace.exp ((-(Complex.I * t)) • H)

/-- The phase factor `exp(-itE)` that energy `E` collects in time `t`. -/
def phase (t E : ℝ) : ℂ := Complex.exp (-(Complex.I * t) * E)

/-- The exponential of a matrix multiplies an eigenvector by the exponential of its eigenvalue. -/
theorem exp_mulVec {A : Matrix n n ℂ} {v : n → ℂ} {c : ℂ} (h : A *ᵥ v = c • v) :
    NormedSpace.exp A *ᵥ v = Complex.exp c • v := by
  let _ : NormedRing (Matrix n n ℂ) := Matrix.linftyOpNormedRing
  let _ : NormedAlgebra ℂ (Matrix n n ℂ) := Matrix.linftyOpNormedAlgebra
  have hpow : ∀ k : ℕ, A ^ k *ᵥ v = c ^ k • v := by
    intro k
    induction k with
    | zero => simp
    | succ k ih =>
      rw [pow_succ, ← Matrix.mulVec_mulVec, h, Matrix.mulVec_smul, ih, smul_smul, pow_succ,
        mul_comm]
  have hA : HasSum (fun k : ℕ => ((k.factorial : ℂ)⁻¹) • A ^ k) (NormedSpace.exp A) := by
    rw [NormedSpace.exp_eq_tsum (𝕂 := ℂ)]
    exact (NormedSpace.expSeries_summable' (𝕂 := ℂ) A).hasSum
  have hc : HasSum (fun k : ℕ => ((k.factorial : ℂ)⁻¹) • c ^ k) (Complex.exp c) := by
    rw [Complex.exp_eq_exp_ℂ, NormedSpace.exp_eq_tsum (𝕂 := ℂ)]
    exact (NormedSpace.expSeries_summable' (𝕂 := ℂ) c).hasSum
  -- apply the matrix series to the vector, term by term
  let f : Matrix n n ℂ →+ (n → ℂ) :=
    { toFun := fun M => M *ᵥ v
      map_zero' := Matrix.zero_mulVec v
      map_add' := fun M N => Matrix.add_mulVec M N v }
  have hf : Continuous f := continuous_id.matrix_mulVec continuous_const
  have h1 := hA.map f hf
  have e : (f ∘ fun k : ℕ => ((k.factorial : ℂ)⁻¹) • A ^ k) =
      fun k : ℕ => (((k.factorial : ℂ)⁻¹) • c ^ k) • v := by
    funext k
    change (((k.factorial : ℂ)⁻¹) • A ^ k) *ᵥ v = _
    rw [Matrix.smul_mulVec, hpow, smul_assoc]
  rw [e] at h1
  exact h1.unique (hc.smul_const v)

/-- A state of energy `E` evolves by the phase factor `exp(-itE)`. -/
theorem evolution_of_level {H : Matrix n n ℂ} {v : n → ℂ} {E : ℝ} (t : ℝ)
    (h : H *ᵥ v = (E : ℂ) • v) : evolution H t *ᵥ v = phase t E • v :=
  exp_mulVec (by rw [Matrix.smul_mulVec, h, smul_smul])

/-- For `t > 0`, two energies collect the same phase factor exactly when they differ by an
integer multiple of `2π/t`. -/
theorem phase_eq_iff {t E E' : ℝ} (ht : 0 < t) :
    phase t E = phase t E' ↔ ∃ k : ℤ, E - E' = k * (2 * π / t) := by
  unfold phase
  rw [Complex.exp_eq_exp_iff_exists_int]
  constructor
  · rintro ⟨k, hk⟩
    refine ⟨-k, ?_⟩
    have h := congrArg Complex.im hk
    simp at h
    push_cast
    field_simp
    linarith
  · rintro ⟨k, hk⟩
    refine ⟨-k, ?_⟩
    have h : t * (E - E') = k * (2 * π) := by
      rw [hk]
      field_simp
    have h' : (t : ℂ) * (E - E') = k * (2 * π) := by exact_mod_cast h
    push_cast
    linear_combination (-Complex.I) * h'

/-- For `t > 0`, energies less than `2π/t` apart with the same phase factor are equal. -/
theorem eq_of_phase_eq {t E E' : ℝ} (ht : 0 < t) (h : phase t E = phase t E')
    (hlt : |E - E'| < 2 * π / t) : E = E' := by
  obtain ⟨k, hk⟩ := (phase_eq_iff ht).1 h
  have hp : 0 < 2 * π / t := by positivity
  rw [hk, abs_mul, abs_of_pos hp] at hlt
  have h1 : |(k : ℝ)| < 1 := by
    by_contra hcon
    nlinarith [not_lt.mp hcon]
  have h2 : |k| < 1 := by exact_mod_cast h1
  have h3 : k = 0 := Int.abs_lt_one_iff.mp h2
  rw [h3, Int.cast_zero, zero_mul] at hk
  linarith

/-- Let `H` be Hermitian and let `exp(-itH)` multiply `v` by `c`. If every level of `H` with
phase factor `c` equals `E`, then `H v = E v`. -/
theorem energy_of_phase {H : Matrix n n ℂ} (hH : H.IsHermitian) {t E : ℝ} {v : n → ℂ} {c : ℂ}
    (hv : evolution H t *ᵥ v = c • v)
    (h : ∀ E', IsLevel H E' → phase t E' = c → E' = E) : H *ᵥ v = (E : ℂ) • v := by
  obtain ⟨b, hb⟩ : ∃ b : Module.Basis n ℂ (n → ℂ),
      ∀ i, H *ᵥ b i = (hH.eigenvalues i : ℂ) • b i := by
    refine ⟨hH.eigenvectorBasis.toBasis.map (WithLp.linearEquiv 2 ℂ (n → ℂ)), fun i => ?_⟩
    have hbi : (hH.eigenvectorBasis.toBasis.map (WithLp.linearEquiv 2 ℂ (n → ℂ))) i =
        (hH.eigenvectorBasis i).ofLp := by simp
    rw [hbi, hH.mulVec_eigenvectorBasis i]
    ext j
    simp
  -- a matrix diagonal in this basis acts on each coordinate separately
  have key : ∀ (M : Matrix n n ℂ) (d : n → ℂ), (∀ i, M *ᵥ b i = d i • b i) →
      ∀ i, b.repr (M *ᵥ v) i = d i * b.repr v i := by
    intro M d hM i
    have hs : M *ᵥ v = ∑ j, (d j * b.repr v j) • b j := by
      calc M *ᵥ v = Matrix.mulVecLin M (∑ j, b.repr v j • b j) := by
            rw [b.sum_repr, Matrix.mulVecLin_apply]
        _ = _ := by
            rw [map_sum]
            refine Finset.sum_congr rfl fun j _ => ?_
            rw [map_smul, Matrix.mulVecLin_apply, hM, smul_smul, mul_comm]
    rw [hs]
    exact congrFun (b.repr_sum_self fun j => d j * b.repr v j) i
  apply b.ext_elem
  intro i
  rw [key H (fun j => (hH.eigenvalues j : ℂ)) hb i, map_smul, Finsupp.smul_apply, smul_eq_mul]
  by_cases h0 : b.repr v i = 0
  · rw [h0, mul_zero, mul_zero]
  · -- a level that contributes to `v` has phase factor `c`
    have h1 := key (evolution H t) (fun j => phase t (hH.eigenvalues j))
      (fun j => evolution_of_level t (hb j)) i
    rw [hv, map_smul, Finsupp.smul_apply, smul_eq_mul] at h1
    rw [h _ ⟨b i, b.ne_zero i, hb i⟩ (mul_right_cancel₀ h0 h1).symm]

/-- For `t > 0`, the sum of two eigenvectors of `H` whose distinct energies differ by an integer
multiple of `2π/t` is an eigenvector of `exp(-itH)` but not of `H`. -/
theorem aliased_levels_mix {H : Matrix n n ℂ} {t E E' : ℝ} {v w : n → ℂ} {k : ℤ} (ht : 0 < t)
    (hv0 : v ≠ 0) (hw0 : w ≠ 0) (hv : H *ᵥ v = (E : ℂ) • v) (hw : H *ᵥ w = (E' : ℂ) • w)
    (hne : E ≠ E') (hk : E - E' = k * (2 * π / t)) :
    IsEigenvector (evolution H t) (v + w) ∧ ¬ IsEigenvector H (v + w) := by
  have hE : (E : ℂ) ≠ E' := by exact_mod_cast hne
  -- eigenvectors of distinct energies are linearly independent
  have key : ∀ x y : ℂ, x • v + y • w = 0 → x = 0 ∧ y = 0 := by
    intro x y h
    have h1 := congrArg (fun u => H *ᵥ u) h
    simp only [Matrix.mulVec_add, Matrix.mulVec_smul, Matrix.mulVec_zero, hv, hw] at h1
    have hx : (x * ((E : ℂ) - E')) • v = 0 := by
      linear_combination (norm := module) h1 - (E' : ℂ) • h
    have hy : (y * ((E' : ℂ) - E)) • w = 0 := by
      linear_combination (norm := module) h1 - (E : ℂ) • h
    exact ⟨(mul_eq_zero.mp ((smul_eq_zero.mp hx).resolve_right hv0)).resolve_right
        (sub_ne_zero.mpr hE),
      (mul_eq_zero.mp ((smul_eq_zero.mp hy).resolve_right hw0)).resolve_right
        (sub_ne_zero.mpr hE.symm)⟩
  have hp : phase t E = phase t E' := (phase_eq_iff ht).2 ⟨k, hk⟩
  refine ⟨⟨fun h => ?_, phase t E, ?_⟩, ?_⟩
  · exact one_ne_zero (key 1 1 (by rw [one_smul, one_smul, h])).1
  · rw [Matrix.mulVec_add, evolution_of_level t hv, evolution_of_level t hw, ← hp, smul_add]
  · rintro ⟨-, c, hc⟩
    rw [Matrix.mulVec_add, hv, hw] at hc
    obtain ⟨h1, h2⟩ := key ((E : ℂ) - c) ((E' : ℂ) - c) (by
      linear_combination (norm := module) hc)
    exact hE (by linear_combination h1 - h2)

/-- For Hermitian `H` and `t > 0`, every eigenvector of `exp(-itH)` is an eigenvector of `H` if
and only if no two distinct levels of `H` differ by an integer multiple of `2π/t`. -/
theorem eigenvectors_faithful_iff {H : Matrix n n ℂ} (hH : H.IsHermitian) {t : ℝ} (ht : 0 < t) :
    (∀ v, IsEigenvector (evolution H t) v → IsEigenvector H v) ↔
      ∀ E E', IsLevel H E → IsLevel H E' → E ≠ E' → ∀ k : ℤ, E - E' ≠ k * (2 * π / t) := by
  constructor
  · rintro h E E' ⟨v, hv0, hv⟩ ⟨w, hw0, hw⟩ hne k hk
    have hmix := aliased_levels_mix ht hv0 hw0 hv hw hne hk
    exact hmix.2 (h _ hmix.1)
  · rintro h v ⟨hv0, c, hc⟩
    by_cases hex : ∃ E, IsLevel H E ∧ phase t E = c
    · obtain ⟨E, hE, hp⟩ := hex
      refine ⟨hv0, (E : ℂ), energy_of_phase hH hc fun E' hE' hp' => ?_⟩
      by_contra hne
      obtain ⟨k, hk⟩ := (phase_eq_iff ht).1 (hp'.trans hp.symm)
      exact h E' E hE' hE hne k hk
    · exact ⟨hv0, ((0 : ℝ) : ℂ),
        energy_of_phase hH hc fun E' hE' hp' => absurd ⟨E', hE', hp'⟩ hex⟩

/-- For Hermitian `H` and `t > 0`, if any two levels lie less than `2π/t` apart, then every
eigenvector of `exp(-itH)` is an eigenvector of `H`. -/
theorem faithful_of_width_lt {H : Matrix n n ℂ} (hH : H.IsHermitian) {t : ℝ} (ht : 0 < t)
    (hwidth : ∀ E E', IsLevel H E → IsLevel H E' → |E - E'| < 2 * π / t) :
    ∀ v, IsEigenvector (evolution H t) v → IsEigenvector H v :=
  (eigenvectors_faithful_iff hH ht).2 fun E E' hE hE' hne k hk =>
    hne (eq_of_phase_eq ht ((phase_eq_iff ht).2 ⟨k, hk⟩) (hwidth E E' hE hE'))

/-- Let `H` be Hermitian, `t > 0`, and let all levels of `H` lie in the window `[a, a + 2π/t)`.
For `E` in that window, `exp(-itH)` multiplies `v` by `exp(-itE)` exactly when `H v = E v`. -/
theorem energy_readout {H : Matrix n n ℂ} (hH : H.IsHermitian) {t a E : ℝ} (ht : 0 < t)
    (hwin : ∀ E', IsLevel H E' → E' ∈ Set.Ico a (a + 2 * π / t))
    (hE : E ∈ Set.Ico a (a + 2 * π / t)) (v : n → ℂ) :
    evolution H t *ᵥ v = phase t E • v ↔ H *ᵥ v = (E : ℂ) • v := by
  refine ⟨fun hv => energy_of_phase hH hv fun E' hE' hp => ?_, evolution_of_level t⟩
  obtain ⟨h1, h2⟩ := hwin E' hE'
  obtain ⟨h3, h4⟩ := hE
  exact eq_of_phase_eq ht hp (abs_lt.mpr ⟨by linarith, by linarith⟩)

/-- For `t > 0` and the Hermitian two-level Hamiltonian `diag(0, 2π/t)`, the vector `(1, 1)` is an
eigenvector of `exp(-itH)` but not of `H`. -/
theorem width_bound_sharp {t : ℝ} (ht : 0 < t) :
    (!![0, 0; 0, ((2 * π / t : ℝ) : ℂ)]).IsHermitian ∧
      IsEigenvector (evolution !![0, 0; 0, ((2 * π / t : ℝ) : ℂ)] t) ![1, 1] ∧
      ¬ IsEigenvector !![0, 0; 0, ((2 * π / t : ℝ) : ℂ)] ![1, 1] := by
  have hp : 0 < 2 * π / t := by positivity
  have hs : (![1, 0] + ![0, 1] : Fin 2 → ℂ) = ![1, 1] := by
    ext i
    fin_cases i <;> simp
  refine ⟨Matrix.IsHermitian.ext fun i j => by fin_cases i <;> fin_cases j <;> simp, ?_⟩
  rw [← hs]
  refine aliased_levels_mix (E := 0) (E' := 2 * π / t) (k := -1) ht ?_ ?_ ?_ ?_ hp.ne ?_
  · intro h
    simpa using congrFun h 0
  · intro h
    simpa using congrFun h 1
  · ext i
    fin_cases i <;> simp [Matrix.mulVec, dotProduct, Fin.sum_univ_two]
  · ext i
    fin_cases i <;> simp [Matrix.mulVec, dotProduct, Fin.sum_univ_two]
  · push_cast
    ring

end

end PhaseEstimationAliasing
```

```lean
#print axioms PhaseEstimationAliasing.eigenvectors_faithful_iff
#print axioms PhaseEstimationAliasing.faithful_of_width_lt
#print axioms PhaseEstimationAliasing.energy_readout
#print axioms PhaseEstimationAliasing.width_bound_sharp
```

```
'PhaseEstimationAliasing.eigenvectors_faithful_iff' depends on axioms: [propext, Classical.choice, Quot.sound]
'PhaseEstimationAliasing.faithful_of_width_lt' depends on axioms: [propext, Classical.choice, Quot.sound]
'PhaseEstimationAliasing.energy_readout' depends on axioms: [propext, Classical.choice, Quot.sound]
'PhaseEstimationAliasing.width_bound_sharp' depends on axioms: [propext, Classical.choice, Quot.sound]
```

## How the lemmas fit together

`exp_mulVec` proves the power rule by induction, then sends the convergent matrix series through the continuous additive map `f`, which applies a matrix to `v`. Uniqueness of the sum identifies the result. `evolution_of_level` specialises this to \(-itH\).

`phase_eq_iff` starts from Mathlib's criterion for equal complex exponentials and takes imaginary parts; the sign change between \(m\) and \(k\) appears as `-k`. `eq_of_phase_eq` adds the bound that forces the integer to vanish.

`energy_of_phase` contains the eigenbasis argument. Its inner statement `key` says that a matrix diagonal in the basis multiplies each coordinate by its eigenvalue. It is applied to both \(H\) and \(U\). A zero coordinate needs no further work; a nonzero one is cancelled to show that its level has phase `c`.

In `aliased_levels_mix`, `key` is instead the linear independence of the two eigenvectors. This lemma does not require \(H\) to be Hermitian.

The main theorem uses the mixing lemma in one direction and `energy_of_phase` in the other. If no level has phase `c`, the proof supplies the energy 0 instead of deriving the contradiction with \(v\ne0\): the condition on contributing levels is then vacuous. `width_bound_sharp` applies the mixing lemma to `![1, 0]` and `![0, 1]` with `k := -1`.

## The same argument for a folded spectrum

The coefficient argument also applies to \((H-\sigma)^2\) with real \(\sigma\), an operator used to target levels near \(\sigma\). Two distinct levels now share an eigenvalue exactly when \(E+E'=2\sigma\). Every eigenvector of \((H-\sigma)^2\) is therefore an eigenvector of the finite Hermitian matrix \(H\) if and only if no two distinct levels lie symmetrically about \(\sigma\).
